# Away from resonance, two response vectors give the dynamic polarizability of a finite-dimensional system

Take two levels with energies 0 and 2, start in the lower one, ψ₀ = (1, 0), and let the perturbation V swap the two levels. Drive the system at frequency w = 1, with ħ = 1. The first-order response has two parts, both along the upper level, and their amplitudes follow from

(2 + 1) c₊ = −1 and (2 − 1) c₋ = −1.

So c₊ = −1/3 and c₋ = −1, and −⟨ψ₀, V(u₊ + u₋)⟩ = 4/3. The sum over states has one term here, 2·2·1/(2² − 1²), which is also 4/3.

I believe that this works for any finite number of levels and any Hermitian V: if u₊ and u₋ are orthogonal to ψ₀ and solve (H − E₀ ± w)u± = −QVψ₀, where Q projects out ψ₀, then −⟨ψ₀, V(u₊ + u₋)⟩ is the usual sum over states, as long as w hits no resonance. Can this be made rigorous, with a proof that a machine has checked?

## From two linear equations to one sum

Yes, and any eigenstate can take the place of the ground state. Let bₘ be a finite orthonormal basis with H bₘ = eₘ bₘ, eₘ real, and let bₙ be the reference state. Write Δₘ = eₘ − eₙ for the excitation energies and Vₘₙ = ⟨bₘ, V bₙ⟩ for the transition elements. For a complex frequency z, the response vectors satisfy ⟨bₙ, u±⟩ = 0 and

(H − eₙ ± z) u± = −(V bₙ − ⟨bₙ, V bₙ⟩ bₙ).

First, expand a vector u in the eigenbasis and apply H. Orthonormality leaves a single term:

⟨bₘ, H u⟩ = Σₖ eₖ ⟨bₖ, u⟩ ⟨bₘ, bₖ⟩ = eₘ ⟨bₘ, u⟩.

Next, project the response equation on bₘ with m ≠ n. The term along bₙ vanishes, which leaves

(Δₘ ± z) ⟨bₘ, u±⟩ = −Vₘₙ.

Now move V to the left, since it is Hermitian, and insert the complete set of eigenstates. The term m = n vanishes because u± is orthogonal to bₙ. If no Δₘ ± z with m ≠ n is zero, then

⟨bₙ, V u±⟩ = ⟨V bₙ, u±⟩ = Σ(m≠n) conj(Vₘₙ) ⟨bₘ, u±⟩ = −Σ(m≠n) |Vₘₙ|² / (Δₘ ± z).

Finally, add the two signs, using

1/(Δₘ + z) + 1/(Δₘ − z) = 2Δₘ / (Δₘ² − z²).

The result is

−⟨bₙ, V(u₊ + u₋)⟩ = Σ(m≠n) 2Δₘ |Vₘₙ|² / (Δₘ² − z²).

Setting z = w gives the formula in the question. Setting z = iw turns the denominator into Δₘ² + w².

The Lean file proves the complex version first and then specialises it to real and to imaginary frequencies.

```lean
import Mathlib

open scoped InnerProductSpace

namespace DynamicResponse

noncomputable section

variable {ι E : Type*} [Fintype ι] [DecidableEq ι]
  [NormedAddCommGroup E] [InnerProductSpace ℂ E]

/-- `u` is a first-order response vector of the state `ψ` with energy `ε` at frequency `z`:
it is orthogonal to `ψ` and solves `(H - ε + z) u = -Q V ψ`, where `Q` projects out the
unit vector `ψ`. -/
def IsResponse (H V : E →ₗ[ℂ] E) (ψ : E) (ε : ℝ) (z : ℂ) (u : E) : Prop :=
  ⟪ψ, u⟫_ℂ = 0 ∧
    H u - (ε : ℂ) • u + z • u = -(V ψ - ⟪ψ, V ψ⟫_ℂ • ψ)

/-- The sum over states for the dynamic polarizability of state `n` at real frequency `w`,
meant for `w` such that no excitation energy `e m - e n` with `m ≠ n` equals `w` or `-w`. -/
def dynamicPolarizability (b : OrthonormalBasis ι ℂ E) (e : ι → ℝ) (V : E →ₗ[ℂ] E)
    (n : ι) (w : ℝ) : ℝ :=
  ∑ m ∈ Finset.univ.erase n,
    2 * (e m - e n) * ‖⟪b m, V (b n)⟫_ℂ‖ ^ 2 / ((e m - e n) ^ 2 - w ^ 2)

variable {b : OrthonormalBasis ι ℂ E} {e : ι → ℝ} {H V : E →ₗ[ℂ] E} {n : ι}

/-- The amplitude of `H u` on an energy eigenstate is the energy times the amplitude of `u`. -/
theorem eigen_amplitude (hH : ∀ m, H (b m) = (e m : ℂ) • b m) (m : ι) (u : E) :
    ⟪b m, H u⟫_ℂ = (e m : ℂ) * ⟪b m, u⟫_ℂ := by
  have ho : ∀ i j, ⟪b i, b j⟫_ℂ = if i = j then 1 else 0 :=
    orthonormal_iff_ite.mp b.orthonormal
  conv_lhs => rw [← b.sum_repr' u]
  simp only [map_sum, map_smul, hH, inner_sum, inner_smul_right, ho, mul_ite, mul_one,
    mul_zero, Finset.sum_ite_eq, Finset.mem_univ, if_true]
  ring

/-- The response equation projected on another eigenstate `m`: the excitation energy shifted by the
frequency, times the amplitude of the response vector on `m`, is minus the transition matrix element
of `V`. -/
theorem response_amplitude (hH : ∀ m, H (b m) = (e m : ℂ) • b m) {z : ℂ} {u : E}
    (hu : IsResponse H V (b n) (e n) z u) {m : ι} (hm : m ≠ n) :
    ((e m : ℂ) - e n + z) * ⟪b m, u⟫_ℂ = -⟪b m, V (b n)⟫_ℂ := by
  have h0 : ⟪b m, b n⟫_ℂ = 0 := b.orthonormal.2 hm
  have h := congrArg (fun x => ⟪b m, x⟫_ℂ) hu.2
  simp only [inner_add_right, inner_sub_right, inner_neg_right, inner_smul_right,
    eigen_amplitude hH, h0] at h
  linear_combination h

/-- At exact resonance with the transition from `n` to `m`, a response vector can exist only
if the transition matrix element of `V` vanishes. -/
theorem forbidden_of_resonant_response (hH : ∀ m, H (b m) = (e m : ℂ) • b m) {z : ℂ} {u : E}
    (hu : IsResponse H V (b n) (e n) z u) {m : ι} (hm : m ≠ n)
    (hres : (e m : ℂ) - e n + z = 0) : ⟪b m, V (b n)⟫_ℂ = 0 := by
  have h := response_amplitude hH hu hm
  rw [hres, zero_mul] at h
  linear_combination h

/-- The matrix element of `V` between the state and one response vector is a sum over the
other states with a single frequency-shifted denominator. -/
theorem response_matrix_element (hH : ∀ m, H (b m) = (e m : ℂ) • b m) (hV : V.IsSymmetric)
    {z : ℂ} {u : E} (hz : ∀ m, m ≠ n → (e m : ℂ) - e n + z ≠ 0)
    (hu : IsResponse H V (b n) (e n) z u) :
    ⟪b n, V u⟫_ℂ = -∑ m ∈ Finset.univ.erase n,
      (‖⟪b m, V (b n)⟫_ℂ‖ : ℂ) ^ 2 / ((e m : ℂ) - e n + z) := by
  -- insert the complete set of eigenstates; the term `m = n` drops by orthogonality
  rw [← hV (b n) u, ← b.sum_inner_mul_inner, ← Finset.add_sum_erase _ _ (Finset.mem_univ n),
    hu.1, mul_zero, zero_add, ← Finset.sum_neg_distrib]
  refine Finset.sum_congr rfl fun m hm => ?_
  have hmn := Finset.ne_of_mem_erase hm
  have hc : ⟪b m, u⟫_ℂ = -⟪b m, V (b n)⟫_ℂ / ((e m : ℂ) - e n + z) := by
    rw [eq_div_iff (hz m hmn)]
    linear_combination response_amplitude hH hu hmn
  have hn : ⟪V (b n), b m⟫_ℂ * ⟪b m, V (b n)⟫_ℂ = (‖⟪b m, V (b n)⟫_ℂ‖ : ℂ) ^ 2 := by
    rw [← inner_conj_symm (V (b n)) (b m), Complex.conj_mul']
  rw [hc, ← hn]
  ring

/-- Dynamic response at a complex frequency `z` away from all resonances: the two response
vectors at `z` and `-z` together give the sum over states. -/
theorem dynamic_response_complex (hH : ∀ m, H (b m) = (e m : ℂ) • b m) (hV : V.IsSymmetric)
    {z : ℂ} {up um : E}
    (hz : ∀ m, m ≠ n → (e m : ℂ) - e n ≠ z ∧ (e m : ℂ) - e n ≠ -z)
    (hp : IsResponse H V (b n) (e n) z up) (hm : IsResponse H V (b n) (e n) (-z) um) :
    -⟪b n, V (up + um)⟫_ℂ = ∑ m ∈ Finset.univ.erase n,
      2 * ((e m : ℂ) - e n) * (‖⟪b m, V (b n)⟫_ℂ‖ : ℂ) ^ 2 /
        (((e m : ℂ) - e n) ^ 2 - z ^ 2) := by
  have h1 : ∀ m, m ≠ n → (e m : ℂ) - e n + z ≠ 0 := fun m hmn h =>
    (hz m hmn).2 (by linear_combination h)
  have h2 : ∀ m, m ≠ n → (e m : ℂ) - e n + -z ≠ 0 := fun m hmn h =>
    (hz m hmn).1 (by linear_combination h)
  rw [map_add, inner_add_right, response_matrix_element hH hV h1 hp,
    response_matrix_element hH hV h2 hm, neg_add, neg_neg, neg_neg, ← Finset.sum_add_distrib]
  refine Finset.sum_congr rfl fun m hm' => ?_
  have hmn := Finset.ne_of_mem_erase hm'
  -- the two denominators multiply to a difference of squares
  have h3 : ((e m : ℂ) - e n) ^ 2 - z ^ 2 ≠ 0 := by
    have h : ((e m : ℂ) - e n) ^ 2 - z ^ 2
        = ((e m : ℂ) - e n + z) * ((e m : ℂ) - e n + -z) := by ring
    rw [h]
    exact mul_ne_zero (h1 m hmn) (h2 m hmn)
  rw [div_add_div _ _ (h1 m hmn) (h2 m hmn),
    div_eq_div_iff (mul_ne_zero (h1 m hmn) (h2 m hmn)) h3]
  ring

/-- Dynamic response at a real frequency `w` away from all resonances: minus the matrix element
of `V` with the sum of the two response vectors is the dynamic polarizability. -/
theorem dynamic_response (hH : ∀ m, H (b m) = (e m : ℂ) • b m) (hV : V.IsSymmetric)
    {w : ℝ} {up um : E} (hw : ∀ m, m ≠ n → e m - e n ≠ w ∧ e m - e n ≠ -w)
    (hp : IsResponse H V (b n) (e n) w up) (hm : IsResponse H V (b n) (e n) (-w) um) :
    -⟪b n, V (up + um)⟫_ℂ = (dynamicPolarizability b e V n w : ℂ) := by
  rw [dynamic_response_complex hH hV (fun m hmn => by exact_mod_cast hw m hmn) hp hm]
  simp only [dynamicPolarizability, Complex.ofReal_sum, Complex.ofReal_div, Complex.ofReal_mul,
    Complex.ofReal_sub, Complex.ofReal_pow, Complex.ofReal_ofNat]

/-- At a nonzero imaginary frequency `i w` the response is a real sum over states with
denominators `(e m - e n)² + w²`. -/
theorem dynamic_response_imaginary (hH : ∀ m, H (b m) = (e m : ℂ) • b m) (hV : V.IsSymmetric)
    {w : ℝ} {up um : E} (hw : w ≠ 0)
    (hp : IsResponse H V (b n) (e n) (w * Complex.I) up)
    (hm : IsResponse H V (b n) (e n) (-(w * Complex.I)) um) :
    -⟪b n, V (up + um)⟫_ℂ = ((∑ m ∈ Finset.univ.erase n,
      2 * (e m - e n) * ‖⟪b m, V (b n)⟫_ℂ‖ ^ 2 / ((e m - e n) ^ 2 + w ^ 2) : ℝ) : ℂ) := by
  -- real excitation energies never meet an imaginary frequency
  have hz : ∀ m, m ≠ n → (e m : ℂ) - e n ≠ w * Complex.I ∧
      (e m : ℂ) - e n ≠ -(w * Complex.I) := by
    intro m _
    constructor
    · intro h
      have h' : (0 : ℝ) = w := by simpa using congrArg Complex.im h
      exact hw h'.symm
    · intro h
      have h' : (0 : ℝ) = -w := by simpa using congrArg Complex.im h
      exact hw (by linarith)
  have hsq : ((w : ℂ) * Complex.I) ^ 2 = -(w : ℂ) ^ 2 := by
    rw [mul_pow, Complex.I_sq]
    ring
  rw [dynamic_response_complex hH hV hz hp hm]
  simp only [hsq, sub_neg_eq_add, Complex.ofReal_sum, Complex.ofReal_div, Complex.ofReal_mul,
    Complex.ofReal_sub, Complex.ofReal_add, Complex.ofReal_pow, Complex.ofReal_ofNat]

/-- Normal dispersion: for nonnegative frequencies below every excitation energy `e m - e n` with `m
≠ n`, the dynamic polarizability does not decrease when the frequency grows. -/
theorem normal_dispersion (b : OrthonormalBasis ι ℂ E) (V : E →ₗ[ℂ] E) {w₁ w₂ : ℝ}
    (h0 : 0 ≤ w₁) (h12 : w₁ ≤ w₂) (hgap : ∀ m, m ≠ n → w₂ < e m - e n) :
    dynamicPolarizability b e V n w₁ ≤ dynamicPolarizability b e V n w₂ := by
  refine Finset.sum_le_sum fun m hm => ?_
  have hg := hgap m (Finset.ne_of_mem_erase hm)
  exact div_le_div_of_nonneg_left (mul_nonneg (by linarith) (sq_nonneg _))
    (by nlinarith) (by nlinarith)

/-- The Hamiltonian of a two-level system with energies `0` and `2`. -/
def twoLevelH : EuclideanSpace ℂ (Fin 2) →ₗ[ℂ] EuclideanSpace ℂ (Fin 2) where
  toFun x := !₂[0, 2 * x 1]
  map_add' x y := by ext i; fin_cases i <;> simp [mul_add]
  map_smul' c x := by ext i; fin_cases i <;> simp [mul_left_comm]

/-- The coupling that exchanges the two levels. -/
def twoLevelV : EuclideanSpace ℂ (Fin 2) →ₗ[ℂ] EuclideanSpace ℂ (Fin 2) where
  toFun x := !₂[x 1, x 0]
  map_add' x y := by ext i; fin_cases i <;> simp
  map_smul' c x := by ext i; fin_cases i <;> simp

/-- The two-level system driven at frequency `1` meets all hypotheses of `dynamic_response`,
with response vectors `(0, -1/3)` and `(0, -1)`. -/
theorem dynamic_response_witness :
    (∀ m, twoLevelH (EuclideanSpace.basisFun (Fin 2) ℂ m)
      = (((![0, 2] : Fin 2 → ℝ) m : ℝ) : ℂ) • EuclideanSpace.basisFun (Fin 2) ℂ m) ∧
    twoLevelV.IsSymmetric ∧
    (∀ m : Fin 2, m ≠ 0 → (![0, 2] : Fin 2 → ℝ) m - (![0, 2] : Fin 2 → ℝ) 0 ≠ 1 ∧
      (![0, 2] : Fin 2 → ℝ) m - (![0, 2] : Fin 2 → ℝ) 0 ≠ -1) ∧
    IsResponse twoLevelH twoLevelV (EuclideanSpace.basisFun (Fin 2) ℂ 0)
      ((![0, 2] : Fin 2 → ℝ) 0) ((1 : ℝ) : ℂ) !₂[0, -1 / 3] ∧
    IsResponse twoLevelH twoLevelV (EuclideanSpace.basisFun (Fin 2) ℂ 0)
      ((![0, 2] : Fin 2 → ℝ) 0) (-((1 : ℝ) : ℂ)) !₂[0, -1] := by
  refine ⟨?_, ?_, ?_, ⟨?_, ?_⟩, ⟨?_, ?_⟩⟩
  · intro m
    ext i
    fin_cases m <;> fin_cases i <;> simp [twoLevelH]
  · intro x y
    simp [twoLevelV, PiLp.inner_apply, Fin.sum_univ_two]
    ring
  · intro m hm
    fin_cases m
    · exact absurd rfl hm
    · norm_num
  · simp [PiLp.inner_apply]
  · ext i
    fin_cases i <;> simp [twoLevelH, twoLevelV, PiLp.inner_apply]
    norm_num
  · simp [PiLp.inner_apply]
  · ext i
    fin_cases i <;> simp [twoLevelH, twoLevelV, PiLp.inner_apply]
    norm_num

end

end DynamicResponse
```

```lean
#print axioms DynamicResponse.forbidden_of_resonant_response
#print axioms DynamicResponse.dynamic_response
#print axioms DynamicResponse.dynamic_response_imaginary
#print axioms DynamicResponse.normal_dispersion
```

```
'DynamicResponse.forbidden_of_resonant_response' depends on axioms: [propext, Classical.choice, Quot.sound]
'DynamicResponse.dynamic_response' depends on axioms: [propext, Classical.choice, Quot.sound]
'DynamicResponse.dynamic_response_imaginary' depends on axioms: [propext, Classical.choice, Quot.sound]
'DynamicResponse.normal_dispersion' depends on axioms: [propext, Classical.choice, Quot.sound]
```

## How the Lean statement encodes the driven system

The state space `E` is a complex inner product space, and `b : OrthonormalBasis ι ℂ E` with finite `ι` makes it finite-dimensional. The function `e : ι → ℝ` holds the energies, and `hH` says that each `b m` is an eigenvector of `H` with energy `e m`. Hermiticity of V is `V.IsSymmetric`. Mathlib's inner product is linear in the second slot, as in Dirac notation.

`IsResponse H V ψ ε z u` contains both the orthogonality and the linear equation, with +z on the left. Thus `up` is a response vector at `w` and `um` is one at `-w`. This equation is the starting point and is not derived from time-dependent perturbation theory. It stands for the steady first-order response to a perturbation F V cos(wt) with a small real amplitude F: up to the overall phase of the state, the parts that oscillate as exp(iwt) and exp(−iwt) are (F/2)u₊ and (F/2)u₋. For V a component of the dipole operator, the sum is the corresponding diagonal component of the polarizability.

The main theorem, `dynamic_response`, says that for real `w`, with no excitation energy equal to `w` or `-w`, minus the matrix element equals `dynamicPolarizability b e V n w`. The left side is a complex number and the right side is a real one regarded as complex, so the theorem also says that the matrix element is real. With a single level, the sum is empty and both sides are zero.

The response vectors are given, and the theorem does not construct them. There is no continuum, no damping and no self-consistent field that responds to the drive. For a Hamiltonian in a finite basis with its exact eigenstates, the identity means that solving two linear systems yields the same polarizability as summing over all the other eigenstates.

## How the proof follows the projection argument

`eigen_amplitude` is the first step by hand: it expands `u` in the basis and lets orthonormality collapse the sum. `response_amplitude` takes the inner product of both sides of the response equation with `b m` and rearranges the result with `linear_combination`. It needs no assumption about resonance, because it never divides.

`response_matrix_element` carries out the third step, now with nonzero denominators. `dynamic_response_complex` applies it at `z` and at `-z`, then combines the fractions term by term; its auxiliary fact `h3` says that the common denominator Δₘ² − z² is nonzero, which follows from the factorisation Δₘ² − z² = (Δₘ + z)(Δₘ − z).

The real theorem then follows by casting real numbers to complex ones. In `dynamic_response_imaginary`, the absence of resonances is proved and not assumed: a real excitation energy cannot equal iw when w ≠ 0.

Two further theorems concern frequencies exactly at a resonance and below all resonances. `forbidden_of_resonant_response` shows that a response vector can exist at exact resonance only if the transition element vanishes. `normal_dispersion` shows that the polarizability does not decrease between two nonnegative frequencies that both lie below every excitation energy: the numerators are nonnegative, and the positive denominators can only shrink.

The two-level example from the question appears as `dynamic_response_witness`, which verifies every hypothesis of the main theorem for it.

## Inserting the complete set with `sum_inner_mul_inner`

The proof turns on Mathlib's `OrthonormalBasis.sum_inner_mul_inner`, which is the resolution of the identity between two vectors:

Σₘ ⟨x, bₘ⟩ ⟨bₘ, y⟩ = ⟨x, y⟩.

The file uses it from right to left, as `← b.sum_inner_mul_inner`, so that one inner product becomes a sum. The order of the rewrites matters. Hermiticity comes first and turns ⟨bₙ, V u⟩ into ⟨V bₙ, u⟩. The inserted sum then contains ⟨bₘ, u⟩, which is exactly the amplitude that the response equation determines. Had the identity been inserted before V was moved, the sum would contain ⟨bₘ, V u⟩, about which the equation says nothing directly.

After that, `Finset.add_sum_erase` separates the term m = n from the rest, and the orthogonality condition `hu.1` removes it. This is why the final sum runs over `Finset.univ.erase n`.

## A non-Hermitian V can break the identity

Keep the two levels and w = 1, but let V only raise the system: V(x₀, x₁) = (0, x₀). Since Vψ₀ is still (0, 1), the response vectors are again (0, −1/3) and (0, −1), and the sum over states is again 4/3. But V sends both response vectors to zero, so

−⟨ψ₀, V(u₊ + u₋)⟩ = 0 ≠ 4/3.

The sum over states sees only the upward element V₁₀, while the matrix element also needs the downward element V₀₁. Hermiticity is what ties the two together.
